# With primitive vectors at 60°, graphene supercells can mix the valleys K and −K exactly when 3 divides a − b in each row

Let the rows \((a,b)\) of an integer matrix \(M\) be supercell vectors, written in primitive vectors that meet at 60°, on an \(N\times N\) periodic graphene crystal with \(3\mid N\). Some real, site-diagonal, supercell-periodic potential couples Bloch states at \(K=(1/3,-1/3)\) and \(-K\) if and only if \(3\mid a-b\) for both rows. Both valleys then fold to \(\Gamma\), and \(3\mid\det M\). For this finite, non-interacting, spinless model, the criterion tells which supercells permit direct intervalley coupling.

In Lean 4 with Mathlib:

```lean
import Mathlib

open scoped Real ComplexConjugate

namespace GrapheneValleyFolding

noncomputable section
```

## Folding and Bloch phases

Wavevectors \(k=(k_0,k_1)\) are in reciprocal-lattice coordinates. The stated \(K\) is a zone corner when the primitive vectors meet at 60°. For primitive vectors at 120°, a corner is \((1/3,1/3)\) instead, and the criterion becomes \(3\mid a+b\) for both rows.

```lean
/-- The graphene valley K in reciprocal-lattice coordinates, for primitive vectors that meet at 60°;
the other valley is -K. -/
def K : Fin 2 → ℝ := ![1 / 3, -(1 / 3)]
```

Write \(R_i=(M_{i0},M_{i1})\) for row \(i\), with \(i=0,1\). Two wavevectors fold together when their difference is a supercell reciprocal vector: \((k-k')\cdot R_i\in\mathbb Z\) for both rows. `FoldTogether` also accepts singular \(M\), although a true two-dimensional supercell has \(\det M\ne0\).

```lean
/-- Two wavevectors fold together in the supercell whose lattice vectors are the rows of `M`
when `M (k - k')` is an integer vector. -/
def FoldTogether (M : Matrix (Fin 2) (Fin 2) ℤ) (k k' : Fin 2 → ℝ) : Prop :=
  ∀ i, ∃ m : ℤ, (k - k') 0 * (M i 0 : ℝ) + (k - k') 1 * (M i 1 : ℝ) = m
```

A lattice translation \(R=(x,y)\) gives the phase \(\varphi_k(R)=e^{2\pi i k\cdot R}\).

```lean
/-- The Bloch phase `exp(2πi k·R)` at the lattice vector `R = (x, y)`. -/
def phase (k : Fin 2 → ℝ) (x y : ℤ) : ℂ :=
  Complex.exp (((2 * π * (k 0 * x + k 1 * y) : ℝ) : ℂ) * Complex.I)
```

Periodic boundary conditions allow \(k\) when \(Nk_0\) and \(Nk_1\) are integers.

```lean
/-- The wavevector `k` is allowed by periodic boundary conditions on `N × N` cells. -/
def Commensurate (N : ℕ) (k : Fin 2 → ℝ) : Prop :=
  ∀ j, ∃ m : ℤ, (N : ℝ) * k j = m
```

Cells \(c\) are pairs of integers modulo \(N\). The plane wave is \(\varphi_k(c)\), evaluated at representatives from \(0\) to \(N-1\).

```lean
/-- The plane wave of wavevector `k` on the cells of an `N × N` crystal. -/
def wave {N : ℕ} (k : Fin 2 → ℝ) (c : ZMod N × ZMod N) : ℂ :=
  phase k (c.1.val : ℤ) (c.2.val : ℤ)
```

## The potential and its matrix element

The potential \(V(c,s)\) is real, acts on sublattice \(s\) of cell \(c\), and satisfies \(V(c+R_i,s)=V(c,s)\).

```lean
/-- A real potential on cells and two sublattices that is invariant under translation by
the supercell vectors, the rows of `M`. -/
def SupercellPeriodic {N : ℕ} (M : Matrix (Fin 2) (Fin 2) ℤ)
    (V : ZMod N × ZMod N → Fin 2 → ℝ) : Prop :=
  ∀ i c s, V (c.1 + ((M i 0 : ℤ) : ZMod N), c.2 + ((M i 1 : ℤ) : ZMod N)) s = V c s
```

With sublattice amplitudes \(w_s,u_s\), the unnormalised matrix element is
\[
S=\sum_{c,s}\overline{w_s\varphi_{k'}(c)}\,V(c,s)\,u_s\varphi_k(c).
\]

```lean
/-- The matrix element of the potential `V` between the Bloch states with wavevectors
`k'`, `k` and sublattice amplitudes `w`, `u`. -/
def element {N : ℕ} [NeZero N] (V : ZMod N × ZMod N → Fin 2 → ℝ)
    (w u : Fin 2 → ℂ) (k' k : Fin 2 → ℝ) : ℂ :=
  ∑ c : ZMod N × ZMod N, ∑ s : Fin 2,
    conj (w s * wave k' c) * (V c s : ℂ) * (u s * wave k c)
```

`CanMix` means that some allowed \(V,w,u\) make \(S\ne0\); a particular potential may still give zero. The amplitudes are free, which suits the Dirac points of the nearest-neighbour model, where the two sublattice states are degenerate.

```lean
/-- Some supercell-periodic potential couples Bloch states at `k` and `k'`. -/
def CanMix (N : ℕ) [NeZero N] (M : Matrix (Fin 2) (Fin 2) ℤ) (k k' : Fin 2 → ℝ) : Prop :=
  ∃ V : ZMod N × ZMod N → Fin 2 → ℝ, SupercellPeriodic M V ∧
    ∃ w u : Fin 2 → ℂ, element V w u k' k ≠ 0
```

## Translating a plane wave

Exponents add, so \(\varphi_k(R+R')=\varphi_k(R)\varphi_k(R')\).

```lean
/-- Bloch phases multiply when lattice vectors are added. -/
theorem phase_add (k : Fin 2 → ℝ) (x y a b : ℤ) :
    phase k (x + a) (y + b) = phase k x y * phase k a b := by
  unfold phase
  rw [← Complex.exp_add]
  congr 1
  push_cast
  ring
```

Since \(e^{2\pi i x}=1\) exactly for integer \(x\), \(\varphi_k(R)=1\) exactly when \(k\cdot R\in\mathbb Z\).

```lean
/-- The Bloch phase at a lattice vector is one exactly when `k·R` is an integer. -/
theorem phase_eq_one_iff (k : Fin 2 → ℝ) (x y : ℤ) :
    phase k x y = 1 ↔ ∃ m : ℤ, k 0 * (x : ℝ) + k 1 * (y : ℝ) = m := by
  rw [phase, Complex.exp_eq_one_iff]
  constructor
  · rintro ⟨m, h⟩
    refine ⟨m, ?_⟩
    have h2 : ((k 0 * (x : ℝ) + k 1 * (y : ℝ) : ℝ) : ℂ) = ((m : ℝ) : ℂ) :=
      mul_right_cancel₀ Complex.two_pi_I_ne_zero (by
        push_cast at h ⊢
        linear_combination h)
    exact Complex.ofReal_injective h2
  · rintro ⟨m, h⟩
    exact ⟨m, by rw [h]; push_cast; ring⟩
```

Translating \(c\) by \(R\) may wrap around the boundary, changing the representative to \(c+R+N(t,s)\) with integers \(t,s\) (here \(s\) is not a sublattice). The extra phase is \(e^{2\pi i(Nk_0t+Nk_1s)}=1\), hence \(\varphi_k(c+R)=\varphi_k(c)\varphi_k(R)\). In the proof, `key` supplies the wrapping integers and `hone` removes their phase.

```lean
/-- Translating a commensurate plane wave by a lattice vector multiplies it by the Bloch
phase, also across the periodic boundary. -/
theorem wave_translate {N : ℕ} [NeZero N] {k : Fin 2 → ℝ} (hk : Commensurate N k)
    (c : ZMod N × ZMod N) (a b : ℤ) :
    wave k (c.1 + (a : ZMod N), c.2 + (b : ZMod N)) = wave k c * phase k a b := by
  -- the cell label changes by the translation, up to a multiple of N
  have key : ∀ (x : ZMod N) (a : ℤ), ∃ t : ℤ,
      ((x + (a : ZMod N)).val : ℤ) = (x.val : ℤ) + a + N * t := by
    intro x a
    have h : (N : ℤ) ∣ ((x + (a : ZMod N)).val : ℤ) - ((x.val : ℤ) + a) := by
      rw [← CharP.intCast_eq_zero_iff (ZMod N) N]
      simp only [Int.cast_sub, Int.cast_add, Int.cast_natCast, ZMod.natCast_zmod_val,
        sub_self]
    obtain ⟨t, ht⟩ := h
    exact ⟨t, by linarith⟩
  obtain ⟨t, ht⟩ := key c.1 a
  obtain ⟨s, hs⟩ := key c.2 b
  obtain ⟨p, hp⟩ := hk 0
  obtain ⟨q, hq⟩ := hk 1
  have hone : phase k (N * t) (N * s) = 1 :=
    (phase_eq_one_iff _ _ _).2 ⟨p * t + q * s, by
      push_cast
      linear_combination (t : ℝ) * hp + (s : ℝ) * hq⟩
  unfold wave
  dsimp only
  rw [ht, hs, phase_add, phase_add, hone, mul_one]
```

## The selection rule

Put \(q=k-k'\) and keep the amplitudes \(w,u\) fixed. Because \(\overline{\varphi_{k'}(c)}\varphi_k(c)=\varphi_q(c)\),
\[
S=\sum_{c,s}\overline{w_s}u_sV(c,s)\varphi_q(c).
\]

```lean
/-- The matrix element depends on the two wavevectors only through their difference. -/
theorem element_eq {N : ℕ} [NeZero N] (V : ZMod N × ZMod N → Fin 2 → ℝ)
    (w u : Fin 2 → ℂ) (k' k : Fin 2 → ℝ) :
    element V w u k' k = ∑ c : ZMod N × ZMod N, ∑ s : Fin 2,
      conj (w s) * u s * (V c s : ℂ) * wave (k - k') c := by
  unfold element
  refine Finset.sum_congr rfl fun c _ => Finset.sum_congr rfl fun s _ => ?_
  have h : conj (wave k' c) * wave k c = wave (k - k') c := by
    simp only [wave, phase, ← Complex.exp_conj, map_mul, Complex.conj_ofReal,
      Complex.conj_I, ← Complex.exp_add, Pi.sub_apply]
    congr 1
    push_cast
    ring
  rw [map_mul]
  linear_combination (conj (w s) * (V c s : ℂ) * u s) * h
```

Replacing \(c\) by \(c+R_i\) only reorders the sum. Periodicity of \(V\) then gives \(S=\varphi_q(R_i)S\). If \(S\ne0\), cancellation yields \(\varphi_q(R_i)=1\), which is folding.

Conversely, if \(k\) and \(k'\) fold together, \(V(c,s)=\cos(2\pi q\cdot c)\) is supercell-periodic. With \(w=u=(1,1)\),
\[
\operatorname{Re}S=2\sum_c\cos^2(2\pi q\cdot c)\ge2,
\]
because the origin alone contributes 2. `Equiv.sum_comp` performs the shift, and `Finset.sum_pos'` the positivity argument.

```lean
/-- Selection rule: for wavevectors allowed by the boundary conditions, a supercell-periodic
potential can couple them exactly when they fold together. -/
theorem canMix_iff_foldTogether {N : ℕ} [NeZero N] (M : Matrix (Fin 2) (Fin 2) ℤ)
    {k k' : Fin 2 → ℝ} (hk : Commensurate N k) (hk' : Commensurate N k') :
    CanMix N M k k' ↔ FoldTogether M k k' := by
  have hq : Commensurate N (k - k') := by
    intro j
    obtain ⟨m, hm⟩ := hk j
    obtain ⟨n, hn⟩ := hk' j
    exact ⟨m - n, by rw [Pi.sub_apply]; push_cast; linear_combination hm - hn⟩
  constructor
  · rintro ⟨V, hV, w, u, hne⟩ i
    rw [← phase_eq_one_iff]
    -- shift the summation by a supercell vector
    have hS : element V w u k' k
        = phase (k - k') (M i 0) (M i 1) * element V w u k' k := by
      rw [element_eq]
      refine (Equiv.sum_comp (Equiv.addRight
        (((M i 0 : ℤ) : ZMod N), ((M i 1 : ℤ) : ZMod N))) _).symm.trans ?_
      rw [Finset.mul_sum]
      refine Finset.sum_congr rfl fun c _ => ?_
      rw [Finset.mul_sum]
      refine Finset.sum_congr rfl fun s _ => ?_
      change conj (w s) * u s
        * (V (c.1 + ((M i 0 : ℤ) : ZMod N), c.2 + ((M i 1 : ℤ) : ZMod N)) s : ℂ)
        * wave (k - k') (c.1 + ((M i 0 : ℤ) : ZMod N), c.2 + ((M i 1 : ℤ) : ZMod N)) = _
      rw [hV i c s, wave_translate hq c]
      ring
    exact mul_right_cancel₀ hne (by rw [one_mul]; exact hS.symm)
  · intro hf
    -- the cosine potential with wavevector k - k' does the coupling
    refine ⟨fun c _ => (wave (k - k') c).re, ?_, fun _ => 1, fun _ => 1, ?_⟩
    · intro i c s
      change (wave (k - k')
        (c.1 + ((M i 0 : ℤ) : ZMod N), c.2 + ((M i 1 : ℤ) : ZMod N))).re
          = (wave (k - k') c).re
      rw [wave_translate hq c, (phase_eq_one_iff _ _ _).2 (hf i), mul_one]
    · intro h0
      rw [element_eq] at h0
      have h1 := congrArg Complex.re h0
      simp only [map_one, one_mul, Complex.re_sum, Complex.re_ofReal_mul,
        Complex.zero_re] at h1
      have hpos : 0 < ∑ c : ZMod N × ZMod N, ∑ _s : Fin 2,
          (wave (k - k') c).re * (wave (k - k') c).re :=
        Finset.sum_pos' (fun c _ => Finset.sum_nonneg fun s _ => mul_self_nonneg _)
          ⟨0, Finset.mem_univ _, by simp [wave, phase]⟩
      exact hpos.ne' h1
```

## Divisibility by three

For the valleys \(q=2K\), so folding requires \(2(a-b)/3=m\) with \(m\) an integer. Then \(2(a-b)=3m\), and \(3\mid a-b\) because 2 and 3 are coprime; `omega` does this step. Conversely, \(a-b=3m\) gives \(2(a-b)/3=2m\).

```lean
/-- The valleys K and -K fold together exactly when 3 divides `a - b` for each row `(a, b)`
of the supercell matrix. -/
theorem valleys_fold_iff (M : Matrix (Fin 2) (Fin 2) ℤ) :
    FoldTogether M K (-K) ↔ ∀ i, 3 ∣ M i 0 - M i 1 := by
  have h0 : K 0 = 1 / 3 := rfl
  have h1 : K 1 = -(1 / 3) := rfl
  refine forall_congr' fun i => ?_
  simp only [Pi.sub_apply, Pi.neg_apply, h0, h1]
  constructor
  · rintro ⟨m, h⟩
    have h' : 2 * ((M i 0 : ℝ) - (M i 1 : ℝ)) = 3 * (m : ℝ) := by
      linear_combination 3 * h
    have h2 : 2 * (M i 0 - M i 1) = 3 * m := by exact_mod_cast h'
    omega
  · rintro ⟨m, hm⟩
    have h' : (M i 0 : ℝ) - (M i 1 : ℝ) = 3 * (m : ℝ) := by exact_mod_cast hm
    exact ⟨2 * m, by push_cast; linear_combination (2 / 3 : ℝ) * h'⟩
```

Then \(\pm K\cdot(a,b)=\pm(a-b)/3\) is also an integer, so each valley folds to \(\Gamma\). For rows \((a,b)\) and \((c,d)\), with \(a-b=3p\) and \(c-d=3q\) (here \(c,d,p,q\) are integers),
\[
ad-bc=(b+3p)d-b(d+3q)=3(pd-bq).
\]

```lean
/-- If the two valleys fold together, both fold to Γ and 3 divides the determinant of the
supercell matrix. -/
theorem fold_to_gamma (M : Matrix (Fin 2) (Fin 2) ℤ) (h : FoldTogether M K (-K)) :
    FoldTogether M K 0 ∧ FoldTogether M (-K) 0 ∧ 3 ∣ M.det := by
  have h0 : K 0 = 1 / 3 := rfl
  have h1 : K 1 = -(1 / 3) := rfl
  rw [valleys_fold_iff] at h
  refine ⟨fun i => ?_, fun i => ?_, ?_⟩
  · obtain ⟨m, hm⟩ := h i
    have h' : (M i 0 : ℝ) - (M i 1 : ℝ) = 3 * (m : ℝ) := by exact_mod_cast hm
    refine ⟨m, ?_⟩
    simp only [Pi.sub_apply, Pi.zero_apply, h0, h1]
    linear_combination (1 / 3 : ℝ) * h'
  · obtain ⟨m, hm⟩ := h i
    have h' : (M i 0 : ℝ) - (M i 1 : ℝ) = 3 * (m : ℝ) := by exact_mod_cast hm
    refine ⟨-m, ?_⟩
    simp only [Pi.sub_apply, Pi.neg_apply, Pi.zero_apply, h0, h1]
    push_cast
    linear_combination (-1 / 3 : ℝ) * h'
  · obtain ⟨p, hp⟩ := h 0
    obtain ⟨q, hq⟩ := h 1
    rw [Matrix.det_fin_two]
    exact ⟨p * M 1 1 - M 0 1 * q, by linear_combination M 1 1 * hp - M 0 1 * hq⟩
```

Since \(3\mid N\), both \(K\) and \(-K\) are allowed wavevectors. The selection rule and the divisibility criterion combine to give the opening result.

```lean
/-- On an `N × N` graphene crystal with 3 dividing `N`, a supercell-periodic potential can mix
the valleys K and -K exactly when 3 divides `a - b` for each row `(a, b)` of `M`. -/
theorem valley_mixing_iff {N : ℕ} [NeZero N] (hN : 3 ∣ N)
    (M : Matrix (Fin 2) (Fin 2) ℤ) :
    CanMix N M K (-K) ↔ ∀ i, 3 ∣ M i 0 - M i 1 := by
  obtain ⟨r, hr⟩ := hN
  have hr' : (N : ℝ) = 3 * (r : ℝ) := by exact_mod_cast hr
  have h0 : K 0 = 1 / 3 := rfl
  have h1 : K 1 = -(1 / 3) := rfl
  -- both valleys are allowed wavevectors because 3 divides N
  have hK : Commensurate N K := by
    refine Fin.forall_fin_two.2 ⟨⟨(r : ℤ), ?_⟩, ⟨-(r : ℤ), ?_⟩⟩
    · rw [h0, hr']
      push_cast
      ring
    · rw [h1, hr']
      push_cast
      ring
  have hK' : Commensurate N (-K) := by
    intro j
    obtain ⟨m, hm⟩ := hK j
    exact ⟨-m, by rw [Pi.neg_apply]; push_cast; linear_combination -hm⟩
  rw [canMix_iff_foldTogether M hK hK', valleys_fold_iff]
```

## Two cells with determinant 3

The \(\sqrt3\times\sqrt3\) cell has rows \((1,1)\) and \((-1,2)\), with differences \(0\) and \(-3\), so the valleys fold together. The cell \(\operatorname{diag}(3,1)\) has differences \(3\) and \(-1\), so they do not. Divisibility of the determinant is therefore not sufficient.

```lean
/-- The supercell with rows (1,1) and (-1,2) folds the valleys together, while the supercell
with rows (3,0) and (0,1) does not, although both have determinant 3. -/
theorem determinant_not_sufficient :
    FoldTogether !![1, 1; -1, 2] K (-K) ∧ ¬ FoldTogether !![3, 0; 0, 1] K (-K) ∧
      (!![1, 1; -1, 2] : Matrix (Fin 2) (Fin 2) ℤ).det = 3 ∧
      (!![3, 0; 0, 1] : Matrix (Fin 2) (Fin 2) ℤ).det = 3 := by
  rw [valleys_fold_iff, valleys_fold_iff]
  refine ⟨?_, ?_, ?_, ?_⟩
  · norm_num [Fin.forall_fin_two]
  · norm_num [Fin.forall_fin_two]
  · norm_num [Matrix.det_fin_two]
  · norm_num [Matrix.det_fin_two]

end

end GrapheneValleyFolding
```

```lean
#print axioms GrapheneValleyFolding.fold_to_gamma
#print axioms GrapheneValleyFolding.valley_mixing_iff
#print axioms GrapheneValleyFolding.determinant_not_sufficient
```

```
'GrapheneValleyFolding.fold_to_gamma' depends on axioms: [propext, Classical.choice, Quot.sound]
'GrapheneValleyFolding.valley_mixing_iff' depends on axioms: [propext, Classical.choice, Quot.sound]
'GrapheneValleyFolding.determinant_not_sufficient' depends on axioms: [propext, Classical.choice, Quot.sound]
```

## A coupling of one half, and n × n defect cells

Take \(N=3\) and the \(\sqrt3\times\sqrt3\) cell. The potential \(\cos(4\pi(x-y)/3)\) equals \(1\) on three cells and \(-1/2\) on six. With \(w=u=(1,1)\), the sine terms cancel and
\[
S=2\left(3+6\cdot\tfrac14\right)=9.
\]
Each Bloch state has squared norm \(2\cdot9=18\), so the normalised matrix element is \(1/2\).

In a tight-binding calculation of a periodically repeated defect, an \(n\times n\) cell has rows \((n,0)\) and \((0,n)\). For \(n=3\), both valleys appear at \(\Gamma\) and a local defect potential may couple them. For \(n=4\), they stay at distinct supercell wavevectors and their direct matrix element vanishes.
